# A cluster operator T with T² = 0 has exponential 1 + T

In coupled-cluster theory a correlated state is produced by applying the exponential of a cluster operator T to a reference state. The lemma says that if T is a finite square complex matrix with T² = 0, this exponential is exactly 1 + T. Nothing else is assumed of T, and neither a Hamiltonian nor a reference state enters the statement. The attempt writes the exponential as its power series and cuts the sum down to the terms of order 0 and 1. For this it must show that every term of order k ≥ 2 vanishes, which it does by writing k as 2 + j and factoring out T².

The first attempt, which Lean rejects:

```lean
import Mathlib

open Matrix

namespace ExpOfSqZero

noncomputable section

variable {n : Type*} [Fintype n] [DecidableEq n]

/-- If `T` squares to zero, the cluster exponential is `1 + T`. -/
theorem exp_of_sq_zero (T : Matrix n n ℂ) (h : T * T = 0) : NormedSpace.exp T = 1 + T := by
  refine (congrFun (NormedSpace.exp_eq_tsum ℂ) T).trans
    ((tsum_eq_sum (s := Finset.range 2) ?_).trans ?_)
  · intro k hk
    have hk2 : 2 ≤ k := by simpa using hk
    obtain ⟨j, rfl⟩ := Nat.exists_eq_add_of_le hk2
    simp [pow_add, pow_two, h]
  · simp [Finset.sum_range_succ]

end

end ExpOfSqZero
```

The compiler's answer:

```
Main.lean:16:27: error: Type mismatch: After simplification, term
  hk
 has type
  1 < k
but is expected to have type
  2 ≤ k
```

The error concerns the bound on the index k, not the matrix algebra. The hypothesis `hk` says that `k` is not in `Finset.range 2`, that is, not among 0 and 1, and the proof wants this in the form `2 ≤ k`. `simpa using hk` simplifies the hypothesis and then tries to match it with the goal. The message shows that simplification turned `hk` into `1 < k`, while the expected type was still `2 ≤ k`. For natural numbers the two say the same thing, but `simpa` did not accept one for the other, hence the type mismatch.

The repair builds the inequality directly, without simplification. Suppose `k < 2`; then `Finset.mem_range.mpr` puts `k` in the range, which contradicts `hk`. So `k < 2` is false, and `not_lt.mp` turns that into `2 ≤ k`, exactly the form required. The rest of the proof is unchanged.

Fix (accepted with no message):

```diff
@@ -14,5 +14,5 @@
     ((tsum_eq_sum (s := Finset.range 2) ?_).trans ?_)
   · intro k hk
-    have hk2 : 2 ≤ k := by simpa using hk
+    have hk2 : 2 ≤ k := not_lt.mp fun hlt => hk (Finset.mem_range.mpr hlt)
     obtain ⟨j, rfl⟩ := Nat.exists_eq_add_of_le hk2
     simp [pow_add, pow_two, h]
```
